# For a finite Hermitian generator, the intermediate scattering function is a sum of real exponentials in time with nonnegative weights

For a finite Hermitian matrix L, a complex vector v and a real time t, the theorem `isf_eq_sum` states that the intermediate scattering function ⟨v, exp(−tL) v⟩ equals ∑ₖ wₖ exp(−tλₖ). Here the λₖ are the eigenvalues of L, and wₖ is the squared modulus of the amplitude of v in the k-th orthonormal mode. The vector need not be normalised, so the value at t = 0 is ⟨v, v⟩, and for nonzero v one divides by this to get the normalised function; nor are the eigenvalues assumed nonnegative, so a term may grow with time. The proof diagonalises L, carries the matrix exponential over to the diagonal entries, and evaluates the resulting quadratic form with `form_of_diagonal`.

This version doesn't compile in Lean 4 with Mathlib:

```lean
import Mathlib

open Matrix NormedSpace
open scoped ComplexOrder

namespace IsfEqSum

noncomputable section

variable {n : Type*} [Fintype n] [DecidableEq n] {L : Matrix n n ℂ}

/-- The intermediate scattering function `⟨v, exp(-tL) v⟩`. -/
def isf (L : Matrix n n ℂ) (v : n → ℂ) (t : ℝ) : ℂ :=
  star v ⬝ᵥ (NormedSpace.exp ((-(t : ℂ)) • L) *ᵥ v)

/-- The matrix whose columns are orthonormal relaxation modes of a Hermitian `L`. -/
def modes (hL : L.IsHermitian) : Matrix n n ℂ := hL.eigenvectorUnitary

/-- The amplitudes of `v` in the relaxation modes. -/
def amplitude (hL : L.IsHermitian) (v : n → ℂ) : n → ℂ := (modes hL)ᴴ *ᵥ v

/-- The weight of mode `k` in `v`: the squared modulus of its amplitude. -/
def weight (hL : L.IsHermitian) (v : n → ℂ) (k : n) : ℝ :=
  Complex.normSq (amplitude hL v k)

/-- The mode matrix of a Hermitian `L` is unitary and diagonalises `L`. -/
theorem modes_diagonalise (hL : L.IsHermitian) :
    modes hL * (modes hL)ᴴ = 1 ∧
      L = modes hL * diagonal (fun k => (hL.eigenvalues k : ℂ)) * (modes hL)ᴴ := by
  refine ⟨Matrix.mem_unitaryGroup_iff.mp hL.eigenvectorUnitary.2, ?_⟩
  have h := hL.spectral_theorem
  rw [Unitary.conjStarAlgAut_apply] at h
  exact h

/-- The quadratic form of a matrix that is diagonal in the modes of a Hermitian `L`, with real
entries `f k`, is the weighted sum of these entries. -/
theorem form_of_diagonal (hL : L.IsHermitian) (v : n → ℂ) (f : n → ℝ) :
    star v ⬝ᵥ ((modes hL * diagonal (fun k => (f k : ℂ)) * (modes hL)ᴴ) *ᵥ v) =
      ((∑ k, weight hL v k * f k : ℝ) : ℂ) := by
  have h : star v ᵥ* modes hL = star (amplitude hL v) := by
    rw [amplitude, Matrix.star_mulVec, conjTranspose_conjTranspose]
  rw [← Matrix.mulVec_mulVec, ← Matrix.mulVec_mulVec, Matrix.dotProduct_mulVec, h,
    Complex.ofReal_sum]
  change ∑ k, star (amplitude hL v k) *
    ((diagonal (fun k => (f k : ℂ)) *ᵥ amplitude hL v) k) = _
  refine Finset.sum_congr rfl fun k _ => ?_
  rw [Matrix.mulVec_diagonal, Complex.ofReal_mul, weight, Complex.normSq_eq_conj_mul_self,
    starRingEnd_apply]
  ring

/-- For Hermitian `L` the intermediate scattering function is real: it is a sum of exponentials
in time, one for each mode, with nonnegative weights. -/
theorem isf_eq_sum (hL : L.IsHermitian) (v : n → ℂ) (t : ℝ) :
    isf L v t =
      ((∑ k, weight hL v k * Real.exp (-t * hL.eigenvalues k) : ℝ) : ℂ) := by
  obtain ⟨hU, hD⟩ := modes_diagonalise hL
  have hinv : (modes hL)⁻¹ = (modes hL)ᴴ := Matrix.inv_eq_right_inv hU
  have hunit : IsUnit (modes hL) := ⟨⟨_, _, hU, mul_eq_one_comm.mp hU⟩, rfl⟩
  have h1 : (-(t : ℂ)) • L = modes hL *
      diagonal (fun k => -(t : ℂ) * (hL.eigenvalues k : ℂ)) * (modes hL)⁻¹ := by
    rw [hinv]
    calc (-(t : ℂ)) • L = (-(t : ℂ)) •
          (modes hL * diagonal (fun k => (hL.eigenvalues k : ℂ)) * (modes hL)ᴴ) :=
          congrArg (fun M => (-(t : ℂ)) • M) hD
      _ = modes hL * ((-(t : ℂ)) • diagonal (fun k => (hL.eigenvalues k : ℂ))) *
          (modes hL)ᴴ := by rw [Matrix.mul_smul, Matrix.smul_mul]
      _ = _ := by rw [← Matrix.diagonal_smul]; rfl
  have h2 : NormedSpace.exp (fun k => -(t : ℂ) * (hL.eigenvalues k : ℂ)) =
      fun k => ((Real.exp (-t * hL.eigenvalues k) : ℝ) : ℂ) := by
    funext k
    rw [Pi.exp_apply, ← Complex.exp_eq_exp_ℂ]
    simp
  -- the exponential acts mode by mode
  rw [isf, h1, Matrix.exp_conj _ _ hunit, Matrix.exp_diagonal, h2, hinv]
  exact form_of_diagonal hL v _

end

end IsfEqSum
```

Lean reports:

```
Main.lean:71:8: error(lean.unknownIdentifier): Unknown identifier `Pi.exp_apply`
```

This version goes through:

```diff
@@ -69,5 +69,8 @@
       fun k => ((Real.exp (-t * hL.eigenvalues k) : ℝ) : ℂ) := by
     funext k
-    rw [Pi.exp_apply, ← Complex.exp_eq_exp_ℂ]
+    refine (NormedSpace.map_exp (Pi.evalRingHom (fun _ : n => ℂ) k)
+      (continuous_apply k) _).trans ?_
+    change NormedSpace.exp (-(t : ℂ) * (hL.eigenvalues k : ℂ)) = _
+    rw [← Complex.exp_eq_exp_ℂ]
     simp
   -- the exponential acts mode by mode
```

What went wrong. The message says that Lean finds no declaration to which the name `Pi.exp_apply` can refer here. The name stands in the proof of `h2`, which identifies the exponential of a function on the mode indices with the function of ordinary exponentials. After `funext k`, the proof needs the fact that this exponential, evaluated at `k`, is the exponential of the value at `k`. The missing lemma was meant to supply it.

The repair derives that fact from `NormedSpace.map_exp`, by which a continuous ring homomorphism commutes with the exponential. The homomorphism is evaluation at `k`, `Pi.evalRingHom`, and `continuous_apply k` gives its continuity. The `.trans ?_` leaves the equation between the exponential of the evaluated argument and the right-hand side. The `change` writes that argument out as the complex number −tλₖ, which it is by definition. The rewrite with `Complex.exp_eq_exp_ℂ`, kept from the original line, then turns `NormedSpace.exp` into the ordinary complex exponential, and the unchanged `simp` closes the goal.
